# For $p = a\,n^{1/3} + m$ with $a > 0$, the radial Poisson equation is a Lane–Emden equation in scaled variables

**Q:** Before I believe anything, tell me what the symbols mean and which units you use.

**A:** $n(r)$ is a radial electron number density and $p(r)$ is its electrostatic potential in Hartree atomic units, with the sign that makes $p$ repulsive for electrons. Poisson's equation then reads $p'' + 2p'/r = -4\pi n$. All functions are real functions of a real radius.

```lean
import Mathlib

open Real Set

namespace LaneEmdenDensity

noncomputable section
```

The first definition covers any radial equation with source $g$.

```lean
/-- The radial equation `p'' + 2 p' / r = -g` holds for `0 < r < R`, with `p` twice
differentiable there. -/
def RadialPoisson (p g : ℝ → ℝ) (R : ℝ) : Prop :=
  ∃ p' p'' : ℝ → ℝ, ∀ r ∈ Ioo 0 R,
    HasDerivAt p (p' r) r ∧ HasDerivAt p' (p'' r) r ∧ p'' r + 2 * p' r / r = -g r
```

`RadialPoisson p g R` says that $p$ has a first and a second derivative at every $r$ in the open interval $(0,R)$, and that $p'' + 2p'/r = -g$ there. With $g = 4\pi n$ it is Poisson's equation. With $p$ replaced by $q$ and $g$ by $q^3$ it is the Lane–Emden equation of index 3.

**Q:** And what ties the potential to the density?

**A:** An assumption, with constants $a$ and $m$:

```lean
/-- On `0 < r < R` the density is nonnegative and the potential is `p = a n^(1/3) + m`. -/
def DensityPotentialRelation (n p : ℝ → ℝ) (a m R : ℝ) : Prop :=
  ∀ r ∈ Ioo 0 R, 0 ≤ n r ∧ p r = a * n r ^ (1 / 3 : ℝ) + m
```

It stands for a stationarity condition. For a one-electron density the indirect Coulomb energy is minus the Hartree self-energy, and the Lieb–Oxford bound compares its size with $\int n^{4/3}$. If the ratio of the two is stationary at fixed particle number, with value $C$, then wherever $n>0$ the potential is $\tfrac43 C\,n^{1/3}$ plus a constant. So $a = \tfrac43 C$, and $m$ comes from the constraint on the particle number. The file takes this relation as given; it derives neither the relation nor any bound on energies.

**Q:** Which scaled variables do you use?

**A:** Choose a reference density $n_0>0$. It need not be the central density. The length unit is $L=\sqrt{a/(4\pi n_0^{2/3})}$, and the profile is $q(s) = (n(Ls)/n_0)^{1/3}$.

```lean
/-- The length `L = sqrt (a / (4 π n0^(2/3)))`, for `a, n0 > 0`. -/
def scaleLength (a n0 : ℝ) : ℝ := √(a / (4 * π * n0 ^ (2 / 3 : ℝ)))

/-- The dimensionless profile `q(s) = (n(L s) / n0)^(1/3)`, for `a, n0 > 0`. -/
def profile (n : ℝ → ℝ) (a n0 s : ℝ) : ℝ :=
  (n (scaleLength a n0 * s) / n0) ^ (1 / 3 : ℝ)
```

**Q:** Show me the calculation without Lean.

**A:** Write $k = n_0^{1/3}$, so that $4\pi k^2L^2 = a$. The assumed relation gives

$$q(s) = \frac{n(Ls)^{1/3}}{k} = \frac{p(Ls)-m}{ak}.$$

The chain rule gives $q'(s) = L\,p'(Ls)/(ak)$ and $q''(s) = L^2p''(Ls)/(ak)$. Hence

$$q''+\frac{2q'}{s} = \frac{L^2}{ak}\left[p''(Ls)+\frac{2p'(Ls)}{Ls}\right] = -\frac{4\pi L^2 n(Ls)}{ak} = -\frac{4\pi L^2 n_0}{ak}\,q^3 = -q^3,$$

because $n(Ls) = n_0q^3$ and $4\pi n_0L^2 = 4\pi k^3L^2 = ak$.

For the converse, start from $p(r) = ak\,q(r/L)+m$. Then

$$p''+\frac{2p'}{r} = -\frac{ak}{L^2}\,q(r/L)^3 = -\frac{ak}{L^2}\,\frac{n(r)}{n_0} = -4\pi n(r).$$

**Q:** Put numbers in, so that I can check the factors.

**A:** Take $a=64\pi$ and $n_0=8$. These values are chosen for easy arithmetic and are not physical: the Lieb–Oxford bound excludes so large a ratio $C=\tfrac34a$ for a one-electron density. Then $k=2$, $L^2 = 64\pi/(16\pi) = 4$, $L=2$ and $ak=128\pi$. At a radius where $n=1$, the left side of Poisson's equation is $-4\pi$. Multiplying by $L^2/(ak) = 1/(32\pi)$ gives $-1/8$. There $q = (1/8)^{1/3} = 1/2$, so $-q^3 = -1/8$ as well.

**Q:** How does the formal proof follow this?

**A:** It starts with two small facts: cubing undoes the cube root of a nonnegative number, and $s\in(0,R/L)$ puts $Ls$ in $(0,R)$.

```lean
/-- The cube of the cube root of a nonnegative density value is that value. -/
theorem cube_root {x : ℝ} (hx : 0 ≤ x) : (x ^ (1 / 3 : ℝ)) ^ 3 = x := by
  rw [← Real.rpow_natCast, ← Real.rpow_mul hx]
  norm_num

/-- A scaled radius `s` in `(0, R/L)` corresponds to a physical radius `L s` in `(0, R)`. -/
theorem mem_scaled {L R s : ℝ} (hL : 0 < L) (hs : s ∈ Ioo 0 (R / L)) :
    L * s ∈ Ioo 0 R := by
  refine ⟨mul_pos hL hs.1, ?_⟩
  rw [mul_comm]
  exact (lt_div_iff₀ hL).1 hs.2
```

Next comes the chain rule for $q(t) = c\,p(Lt)+m$, where $c$, $L$ and $m$ are arbitrary constants for now. This $m$ need not be the constant in the relation between $p$ and $n$.

```lean
/-- If `q(t) = c p(L t) + m` on an interval around `s`, then `q'(s) = c L p'(L s)`. -/
theorem hasDerivAt_rescale {p q : ℝ → ℝ} {d L c m s S : ℝ} (hs : s ∈ Ioo 0 S)
    (hp : HasDerivAt p d (L * s)) (hq : ∀ t ∈ Ioo 0 S, q t = c * p (L * t) + m) :
    HasDerivAt q (c * L * d) s := by
  have hlin : HasDerivAt (fun t : ℝ => L * t) L s := by
    simpa using (hasDerivAt_id s).const_mul L
  have h : HasDerivAt (fun t => c * p (L * t) + m) (c * (d * L)) s :=
    ((hp.comp s hlin).const_mul c).add_const m
  have h' := h.congr_of_eventuallyEq
    (Filter.eventuallyEq_of_mem (isOpen_Ioo.mem_nhds hs) fun t ht => hq t ht)
  exact h'.congr_deriv (by ring)
```

The formula for $q$ is known only on an interval. A derivative depends only on values near the point, and `congr_of_eventuallyEq` uses this to carry the derivative over to $q$.

Applying the chain rule twice transforms the whole radial equation:

```lean
/-- Under `q(s) = c p(L s) + m` the source `g(r)` of the radial equation becomes
`c L² g(L s)`. -/
theorem RadialPoisson.rescale {p g q h : ℝ → ℝ} {R L c m : ℝ}
    (hp : RadialPoisson p g R) (hL : 0 < L)
    (hq : ∀ s ∈ Ioo 0 (R / L), q s = c * p (L * s) + m)
    (hh : ∀ s ∈ Ioo 0 (R / L), h s = c * L ^ 2 * g (L * s)) :
    RadialPoisson q h (R / L) := by
  obtain ⟨p', p'', H⟩ := hp
  refine ⟨fun s => c * L * p' (L * s), fun s => c * L ^ 2 * p'' (L * s), fun s hs => ?_⟩
  obtain ⟨h1, h2, h3⟩ := H _ (mem_scaled hL hs)
  refine ⟨hasDerivAt_rescale hs h1 hq, ?_, ?_⟩
  · have h4 := hasDerivAt_rescale (q := fun t => c * L * p' (L * t)) (c := c * L) (m := 0)
      hs h2 (fun t _ => by ring)
    exact h4.congr_deriv (by ring)
  · show c * L ^ 2 * p'' (L * s) + 2 * (c * L * p' (L * s)) / s = -h s
    have hs0 : s ≠ 0 := hs.1.ne'
    have hL0 : L ≠ 0 := hL.ne'
    have e : 2 * (c * L * p' (L * s)) / s = c * L ^ 2 * (2 * p' (L * s) / (L * s)) := by
      field_simp
    rw [hh s hs]
    linear_combination c * L ^ 2 * h3 + e
```

The new derivatives are $cL\,p'(Ls)$ and $cL^2p''(Ls)$. The step `e` rewrites $2cL\,p'(Ls)/s$ as $cL^2\cdot 2p'(Ls)/(Ls)$, and `linear_combination` then multiplies the old equation by $cL^2$. The source therefore becomes $cL^2g(Ls)$.

Two lemmas supply the particular constants. The first gives $L>0$ and $4\pi k^2L^2=a$; the second gives $q(s) = (p(Ls)-m)/(ak)$.

```lean
/-- The scale length is positive and satisfies `4 π n0^(2/3) L² = a`. -/
theorem scaleLength_spec {a n0 : ℝ} (ha : 0 < a) (hn0 : 0 < n0) :
    0 < scaleLength a n0 ∧
      4 * π * (n0 ^ (1 / 3 : ℝ)) ^ 2 * scaleLength a n0 ^ 2 = a := by
  have e : n0 ^ (2 / 3 : ℝ) = (n0 ^ (1 / 3 : ℝ)) ^ 2 := by
    rw [← Real.rpow_natCast, ← Real.rpow_mul hn0.le]
    norm_num
  have hk : 0 < n0 ^ (1 / 3 : ℝ) := Real.rpow_pos_of_pos hn0 _
  unfold scaleLength
  rw [e]
  generalize n0 ^ (1 / 3 : ℝ) = k at hk ⊢
  refine ⟨Real.sqrt_pos.2 (by positivity), ?_⟩
  rw [Real.sq_sqrt (by positivity)]
  field_simp

/-- If `p = a n^(1/3) + m` on `(0, R)`, the dimensionless profile at `s` in `(0, R/L)` is an affine
function of the potential at radius `L s`. -/
theorem profile_eq {n p : ℝ → ℝ} {a m n0 R : ℝ} (ha : 0 < a) (hn0 : 0 < n0)
    (hE : DensityPotentialRelation n p a m R) :
    ∀ s ∈ Ioo 0 (R / scaleLength a n0), profile n a n0 s =
      (a * n0 ^ (1 / 3 : ℝ))⁻¹ * p (scaleLength a n0 * s) + -(m / (a * n0 ^ (1 / 3 : ℝ))) := by
  intro s hs
  obtain ⟨h0, h1⟩ := hE _ (mem_scaled (scaleLength_spec ha hn0).1 hs)
  rw [profile, h1, Real.div_rpow h0 hn0.le, inv_mul_eq_div, ← sub_eq_add_neg, ← sub_div,
    add_sub_cancel_right, mul_div_mul_left _ _ ha.ne']
```

**Q:** Now the theorem itself, please.

**A:** Let $a,n_0>0$, and on $(0,R)$ let $n\ge 0$ and $p = a\,n^{1/3}+m$. Then $p$ satisfies Poisson's equation on $(0,R)$ if and only if $q$ satisfies $q''+2q'/s=-q^3$ on $(0,R/L)$.

```lean
/-- For `p = a n^(1/3) + m`, the Poisson equation `p'' + 2p'/r = -4πn` on `(0, R)` is
equivalent to the Lane-Emden equation `q'' + 2q'/s = -q³` on `(0, R/L)`. -/
theorem poisson_iff_laneEmden {n p : ℝ → ℝ} {a m n0 R : ℝ} (ha : 0 < a) (hn0 : 0 < n0)
    (hE : DensityPotentialRelation n p a m R) :
    RadialPoisson p (fun r => 4 * π * n r) R ↔
      RadialPoisson (profile n a n0) (fun s => profile n a n0 s ^ 3)
        (R / scaleLength a n0) := by
  obtain ⟨hL, hL2⟩ := scaleLength_spec ha hn0
  have hL0 := hL.ne'
  have hk : 0 < n0 ^ (1 / 3 : ℝ) := Real.rpow_pos_of_pos hn0 _
  -- the choice of `L` balances the two sides of the equation
  have key : 4 * π * n0 * scaleLength a n0 ^ 2 = a * n0 ^ (1 / 3 : ℝ) := by
    linear_combination n0 ^ (1 / 3 : ℝ) * hL2
      - 4 * π * scaleLength a n0 ^ 2 * cube_root hn0.le
  constructor
  · intro h
    refine h.rescale hL (profile_eq ha hn0 hE) fun s hs => ?_
    have h0 := (hE _ (mem_scaled hL hs)).1
    rw [profile, cube_root (div_nonneg h0 hn0.le), ← key]
    field_simp
  · intro h
    -- undo the scaling with the inverse length
    have hR : R / scaleLength a n0 / (scaleLength a n0)⁻¹ = R := by field_simp
    have back : ∀ r, scaleLength a n0 * ((scaleLength a n0)⁻¹ * r) = r :=
      fun r => mul_inv_cancel_left₀ hL0 r
    rw [← hR]
    refine h.rescale (c := a * n0 ^ (1 / 3 : ℝ)) (m := m) (inv_pos.2 hL)
      (fun r hr => ?_) fun r hr => ?_
    · rw [hR] at hr
      obtain ⟨h0, h1⟩ := hE r hr
      rw [profile, back, h1, Real.div_rpow h0 hn0.le]
      have e : n0 ^ (1 / 3 : ℝ) * (n r ^ (1 / 3 : ℝ) / n0 ^ (1 / 3 : ℝ))
          = n r ^ (1 / 3 : ℝ) := by field_simp
      linear_combination -a * e
    · rw [hR] at hr
      rw [profile, back, cube_root (div_nonneg (hE r hr).1 hn0.le), ← key]
      field_simp
```

The identity `key` is $4\pi n_0L^2=ak$. The forward direction rescales by $L$ with $c = 1/(ak)$. The converse rescales by $1/L$ with $c = ak$, and `back` records that the two scalings cancel.

**Q:** You never assumed that $p$ is twice differentiable.

**A:** That is part of `RadialPoisson`, so each side of the equivalence carries it for its own function. From left to right you supply it for $p$ and obtain it for $q$. A strictly positive density is a special case of $n\ge0$.

**Q:** Does the relation between $p$ and $n$ really matter? Poisson's equation already links them.

**A:** It matters. Take $n=1$ and $p=-\tfrac{2\pi}{3}r^2$ on $(0,1)$. Then $p''+2p'/r = -\tfrac{4\pi}{3}-\tfrac{8\pi}{3} = -4\pi$, so Poisson's equation holds. With $a=4\pi$ and $n_0=1$ we get $L=1$ and $q=1$, so the left side of the Lane–Emden equation is $0$ and the right side is $-1$. The missing hypothesis is the relation: $a\,n^{1/3}+m$ is constant here, and $p$ is not.

**Q:** What about the centre of the density? An astrophysicist would impose $q(0)=1$ and $q'(0)=0$.

**A:** The theorem imposes nothing at $r=0$ or at $r=R$. It also leaves open whether a solution exists, whether it is unique, and whether it maximises the one-electron ratio. Its use for density functionals is narrow: for a radial density that obeys the assumed relation, it turns the search for stationary one-electron profiles into an ordinary differential equation without parameters.

**Q:** If $n_0$ is arbitrary, the profile must depend on my choice.

**A:** It does, in a controlled way. Replacing $k$ by $k/c$ changes $L$ to $cL$ and $q(s)$ to $c\,q(cs)$. The Lane–Emden equation respects this change for every $c>0$:

```lean
/-- If `q(s)` solves the Lane-Emden equation on `(0, S)`, then `c q(c s)` solves it on
`(0, S/c)` for every `c > 0`. -/
theorem laneEmden_homology {q : ℝ → ℝ} {S c : ℝ} (hc : 0 < c)
    (hq : RadialPoisson q (fun s => q s ^ 3) S) :
    RadialPoisson (fun s => c * q (c * s)) (fun s => (c * q (c * s)) ^ 3) (S / c) :=
  hq.rescale (c := c) (m := 0) hc (fun s _ => by ring) (fun s _ => by ring)
```

The proof is the rescaling lemma with its length $L$ and its prefactor both equal to $c$, and with $m=0$: the source becomes $c\cdot c^2q(cs)^3 = (c\,q(cs))^3$.

**Q:** Can I get a charge out of the profile?

**A:** Yes, for a spherical shell. Since $(r^2p')' = r^2(p''+2p'/r) = -r^2g$, integrating from $r_1$ to $r_2$ gives Gauss's law:

$$\int_{r_1}^{r_2} r^2g\,dr = r_1^2p'(r_1)-r_2^2p'(r_2).$$

```lean
/-- Gauss's law for a shell: the integral of `r² g` between two radii is the difference of
`r² p'` at the inner and the outer radius. -/
theorem RadialPoisson.gauss {p g : ℝ → ℝ} {R r₁ r₂ : ℝ} (hp : RadialPoisson p g R)
    (hg : ContinuousOn g (Ioo 0 R)) (h1 : 0 < r₁) (h12 : r₁ ≤ r₂) (h2 : r₂ < R) :
    ∫ r in r₁..r₂, r ^ 2 * g r = r₁ ^ 2 * deriv p r₁ - r₂ ^ 2 * deriv p r₂ := by
  obtain ⟨p', p'', H⟩ := hp
  have sub : ∀ r ∈ uIcc r₁ r₂, r ∈ Ioo 0 R := by
    intro r hr
    rw [uIcc_of_le h12] at hr
    exact ⟨h1.trans_le hr.1, hr.2.trans_lt h2⟩
  -- `-r² p'` is an antiderivative of `r² g`
  have hF : ∀ r ∈ uIcc r₁ r₂, HasDerivAt (fun t => -(t ^ 2 * p' t)) (r ^ 2 * g r) r := by
    intro r hr
    obtain ⟨_, d, e⟩ := H r (sub r hr)
    have r0 : r ≠ 0 := (sub r hr).1.ne'
    have d2 : HasDerivAt (fun t : ℝ => t ^ 2) (2 * r) r := by simpa using hasDerivAt_pow 2 r
    have e' : r ^ 2 * (2 * p' r / r) = 2 * r * p' r := by field_simp
    refine (d2.fun_mul d).fun_neg.congr_deriv ?_
    linear_combination -r ^ 2 * e + e'
  have hint : IntervalIntegrable (fun r => r ^ 2 * g r) MeasureTheory.volume r₁ r₂ :=
    ((continuous_pow 2).continuousOn.mul
      (hg.mono fun r hr => sub r hr)).intervalIntegrable
  rw [intervalIntegral.integral_eq_sub_of_hasDerivAt hF hint,
    (H r₁ ⟨h1, h12.trans_lt h2⟩).1.deriv, (H r₂ ⟨h1.trans_le h12, h2⟩).1.deriv]
  ring
```

In Lean, `hF` states that $-r^2p'$ is an antiderivative of $r^2g$, and the assumed continuity of $g$ makes the integrand integrable. The radii satisfy $0<r_1\le r_2<R$, so the formula covers shells and not a full ball.

Now put $g=4\pi n$ and $r_i=Ls_i$. From $p'(Ls) = ak\,q'(s)/L$ and $kL=\sqrt{a/(4\pi)}$, the number of electrons in the shell is

$$\int_{Ls_1}^{Ls_2}4\pi r^2n\,dr = akL\left[s_1^2q'(s_1)-s_2^2q'(s_2)\right] = a\sqrt{\frac{a}{4\pi}}\left[s_1^2q'(s_1)-s_2^2q'(s_2)\right].$$

In the numerical example the prefactor is $64\pi\cdot 4=256\pi$.

```lean
/-- If `p = a n^(1/3) + m` satisfies Poisson's equation on `(0, R)`, the number of electrons between
the radii `L s₁` and `L s₂` in that interval is `a sqrt(a/(4π)) (s₁² q'(s₁) - s₂² q'(s₂))`. -/
theorem shell_charge {n p : ℝ → ℝ} {a m n0 R s₁ s₂ : ℝ} (ha : 0 < a) (hn0 : 0 < n0)
    (hE : DensityPotentialRelation n p a m R)
    (hP : RadialPoisson p (fun r => 4 * π * n r) R)
    (h1 : 0 < s₁) (h12 : s₁ ≤ s₂) (h2 : s₂ < R / scaleLength a n0) :
    ∫ r in (scaleLength a n0 * s₁)..(scaleLength a n0 * s₂), r ^ 2 * (4 * π * n r) =
      a * √(a / (4 * π)) *
        (s₁ ^ 2 * deriv (profile n a n0) s₁ - s₂ ^ 2 * deriv (profile n a n0) s₂) := by
  obtain ⟨hL, hL2⟩ := scaleLength_spec ha hn0
  have hk : 0 < n0 ^ (1 / 3 : ℝ) := Real.rpow_pos_of_pos hn0 _
  have hdiff : ∀ r ∈ Ioo 0 R, DifferentiableAt ℝ p r := by
    obtain ⟨p', p'', H⟩ := hP
    exact fun r hr => (H r hr).1.differentiableAt
  -- the density inherits continuity from the potential
  have hcont : ContinuousOn (fun r => 4 * π * n r) (Ioo 0 R) := by
    have hpc : ContinuousOn p (Ioo 0 R) :=
      fun r hr => (hdiff r hr).continuousAt.continuousWithinAt
    have hc : ContinuousOn (fun r => 4 * π * ((p r - m) / a) ^ 3) (Ioo 0 R) :=
      continuousOn_const.mul (((hpc.sub continuousOn_const).div_const a).pow 3)
    refine hc.congr fun r hr => ?_
    have e : (p r - m) / a = n r ^ (1 / 3 : ℝ) := by
      rw [(hE r hr).2, add_sub_cancel_right, mul_div_cancel_left₀ _ ha.ne']
    show 4 * π * n r = 4 * π * ((p r - m) / a) ^ 3
    rw [e, cube_root (hE r hr).1]
  have hd : ∀ s ∈ Ioo 0 (R / scaleLength a n0),
      a * n0 ^ (1 / 3 : ℝ) * deriv (profile n a n0) s =
        scaleLength a n0 * deriv p (scaleLength a n0 * s) := by
    intro s hs
    rw [(hasDerivAt_rescale hs (hdiff _ (mem_scaled hL hs)).hasDerivAt
      (profile_eq ha hn0 hE)).deriv, mul_assoc _⁻¹, mul_inv_cancel_left₀ (mul_pos ha hk).ne']
  have hsqrt : √(a / (4 * π)) = scaleLength a n0 * n0 ^ (1 / 3 : ℝ) := by
    have e : a / (4 * π) = (scaleLength a n0 * n0 ^ (1 / 3 : ℝ)) ^ 2 := by
      rw [div_eq_iff (by positivity)]
      linear_combination -hL2
    rw [e, Real.sqrt_sq (mul_pos hL hk).le]
  have hs₁ : s₁ ∈ Ioo 0 (R / scaleLength a n0) := ⟨h1, h12.trans_lt h2⟩
  have hs₂ : s₂ ∈ Ioo 0 (R / scaleLength a n0) := ⟨h1.trans_le h12, h2⟩
  rw [hP.gauss hcont (mul_pos hL h1) (mul_le_mul_of_nonneg_left h12 hL.le)
    (mem_scaled hL hs₂).2, hsqrt]
  linear_combination -scaleLength a n0 * s₁ ^ 2 * hd s₁ hs₁
    + scaleLength a n0 * s₂ ^ 2 * hd s₂ hs₂

end

end LaneEmdenDensity
```

Continuity of $n$ is proved here, in `hcont`: $n=((p-m)/a)^3$, and $p$ is continuous because it is differentiable. The steps `hd` and `hsqrt` are the two substitutions just made, and the final `rw` and `linear_combination` combine them with Gauss's law. The prefactor contains no $n_0$; the reference density enters only through $q$ and the scaled radii.

```lean
#print axioms LaneEmdenDensity.poisson_iff_laneEmden
-- 'LaneEmdenDensity.poisson_iff_laneEmden' depends on axioms: [propext, Classical.choice, Quot.sound]
#print axioms LaneEmdenDensity.laneEmden_homology
-- 'LaneEmdenDensity.laneEmden_homology' depends on axioms: [propext, Classical.choice, Quot.sound]
#print axioms LaneEmdenDensity.shell_charge
-- 'LaneEmdenDensity.shell_charge' depends on axioms: [propext, Classical.choice, Quot.sound]
```
